# Three purification steps preserve $FPS = SPF$, even for a singular overlap matrix

A density matrix $P$ that is stationary under a Fock matrix $F$ satisfies $FPS = SPF$ in a non-orthogonal basis with overlap matrix $S$, and purification should not destroy this relation; here $F$, $S$ and $P$ are modelled as elements of an arbitrary ring. Square matrices of any fixed size are one case. Products need not commute, and neither symmetry nor an inverse of $S$ is available.

The claim is that if $FPS = SPF$, then $PSP$, $2P - PSP$ and $3PSP - 2PSPSP$ satisfy the same relation with $F$ and $S$. For density-matrix methods in electronic structure, this means that purification at a fixed $F$ needs no inverse overlap to keep the density stationary.

## Moving $F$ through an overlap product

Let $P$ and $Q$ both satisfy the relation. By distributivity,
$$F(P \pm Q)S = FPS \pm FQS = SPF \pm SQF = S(P \pm Q)F.$$
For the product through the overlap, $F$ moves past one density matrix at a time:
$$F(PSQ)S = (FPS)QS = SP(FQS) = SP(SQF) = S(PSQ)F.$$
Setting $Q = P$ gives the relation for $PSP$. Applying the product rule to $PSP$ and $P$ gives it for $PSPSP$. The other two steps are sums and differences of these solutions:
$$F(2P - PSP)S = 2SPF - SPSPF = S(2P - PSP)F,$$
$$F(3PSP - 2PSPSP)S = 3SPSPF - 2SPSPSPF = S(3PSP - 2PSPSP)F.$$

The starting relation is needed. Take $S = 1$ and
$$F = \begin{pmatrix}1&0\\0&0\end{pmatrix}, \qquad P = \tfrac12\begin{pmatrix}1&1\\1&1\end{pmatrix}.$$
Since $P^2 = P$, all three steps return $P$, which does not commute with $F$. Symmetry and idempotency of $P$ therefore do not replace the relation.

## The relation and the steps as definitions

In Lean 4 with Mathlib:

```lean
import Mathlib

open Polynomial

namespace NonorthogonalPurification

variable {R : Type*} [Ring R] {F S P Q : R}
```

The type `R` is the ring, and its elements `F`, `S`, `P`, `Q` stand for the matrices.

```lean
/-- The generalized commutation relation `F P S = S P F` between a Fock matrix `F`,
an overlap matrix `S` and a density matrix `P` in a non-orthogonal basis. -/
def GenCommute (F S P : R) : Prop := F * P * S = S * P * F
```

The three steps follow the convention in which an idempotent density satisfies $PSP = P$, so $P$ counts one spin and is not doubled.

```lean
/-- The purification step `P ↦ P S P`. -/
def squareStep (S P : R) : R := P * S * P
```

The name `reflectStep` does not denote a geometric reflection. In an orthonormal basis this step squares the hole matrix $1 - P$.

```lean
/-- The purification step `P ↦ 2 P - P S P`. -/
def reflectStep (S P : R) : R := 2 * P - P * S * P

/-- The McWeeny purification step `P ↦ 3 P S P - 2 P S P S P`. -/
def mcWeenyStep (S P : R) : R := 3 * (P * S * P) - 2 * (P * S * P * S * P)
```

## Sums, differences and overlap products

The first two lemmas expand the products and insert the two hypotheses.

```lean
/-- The sum of two matrices that satisfy the generalized commutation relation
satisfies it too. -/
theorem GenCommute.add (hP : GenCommute F S P) (hQ : GenCommute F S Q) :
    GenCommute F S (P + Q) := by
  unfold GenCommute at *
  simp only [mul_add, add_mul, hP, hQ]

/-- The difference of two matrices that satisfy the generalized commutation relation
satisfies it too. -/
theorem GenCommute.sub (hP : GenCommute F S P) (hQ : GenCommute F S Q) :
    GenCommute F S (P - Q) := by
  unfold GenCommute at *
  simp only [mul_sub, sub_mul, hP, hQ]
```

The `calc` block is the chain for $PSQ$ above: `rw [hP]` moves $F$ past $P$, and `rw [hQ]` moves it past $Q$.

```lean
/-- If `P` and `Q` satisfy the generalized commutation relation with `F` and `S`,
so does their product `P S Q` through the overlap. -/
theorem GenCommute.overlapMul (hP : GenCommute F S P) (hQ : GenCommute F S Q) :
    GenCommute F S (P * S * Q) := by
  unfold GenCommute at *
  -- `F` moves to the right, past one density matrix at a time
  calc F * (P * S * Q) * S = F * P * S * Q * S := by simp only [mul_assoc]
    _ = S * P * (F * Q * S) := by rw [hP]; simp only [mul_assoc]
    _ = S * (P * S * Q) * F := by rw [hQ]; simp only [mul_assoc]
```

The main theorem assumes only `GenCommute F S P` and concludes the relation for all three steps. In its proof, `h2` and `h3` are the relations for $PSP$ and $PSPSP$. The coefficients 2 and 3 are written as repeated sums, so that the closure lemmas apply.

```lean
/-- If `F P S = S P F`, then each of `P S P`, `2 P - P S P` and `3 P S P - 2 P S P S P`
satisfies the same relation with `F` and `S`. -/
theorem purification_preserves_genCommute (hP : GenCommute F S P) :
    GenCommute F S (squareStep S P) ∧ GenCommute F S (reflectStep S P) ∧
      GenCommute F S (mcWeenyStep S P) := by
  have h2 : GenCommute F S (P * S * P) := hP.overlapMul hP
  have h3 : GenCommute F S (P * S * P * S * P) := h2.overlapMul hP
  refine ⟨h2, ?_, ?_⟩
  · unfold reflectStep
    rw [two_mul]
    exact (hP.add hP).sub h2
  · -- write the integer multiples as repeated sums
    have e : ∀ A B : R, 3 * A - 2 * B = A + A + A - (B + B) := by
      intro A B
      noncomm_ring
    unfold mcWeenyStep
    rw [e]
    exact ((h2.add h2).add h2).sub (h3.add h3)
```

## Whole runs and higher-order polynomials

A run is a sequence `X` in which each iterate comes from the previous one by any of the three steps. Induction on the iteration number carries the relation along. The theorem says nothing about convergence, idempotency or electron number. Linear-scaling codes also discard small matrix elements between steps, and the hypothesis `hstep` does not allow for that truncation.

```lean
/-- In a purification run that starts from a matrix satisfying the generalized commutation
relation and applies one of the three steps at each iteration, in any order, every iterate
satisfies the relation. -/
theorem purification_run (X : ℕ → R) (h0 : GenCommute F S (X 0))
    (hstep : ∀ n, X (n + 1) = squareStep S (X n) ∨ X (n + 1) = reflectStep S (X n) ∨
      X (n + 1) = mcWeenyStep S (X n)) (n : ℕ) :
    GenCommute F S (X n) := by
  induction n with
  | zero => exact h0
  | succ n ih =>
    obtain ⟨h₁, h₂, h₃⟩ := purification_preserves_genCommute ih
    rcases hstep n with h | h | h
    · rw [h]; exact h₁
    · rw [h]; exact h₂
    · rw [h]; exact h₃
```

The same argument reaches $p(PS)P$ for every polynomial $p$ with coefficients in a commutative ring `k` over which `R` is an algebra. The powers follow by induction from $(PS)^{n+1}P = PS\,\bigl((PS)^nP\bigr)$, starting at $(PS)^0P = P$. Scalar multiples and sums of these powers then give every polynomial.

```lean
/-- If `P` satisfies the generalized commutation relation with `F` and `S`, so does `p(P S) P` for
every polynomial `p` with coefficients in a commutative ring `k` over which the ring `R` of matrices
is an algebra. -/
theorem polynomial_purification {k : Type*} [CommRing k] [Algebra k R]
    (hP : GenCommute F S P) (p : k[X]) :
    GenCommute F S (aeval (P * S) p * P) := by
  -- first the powers `(P S)ⁿ P`
  have hpow : ∀ n : ℕ, GenCommute F S ((P * S) ^ n * P) := by
    intro n
    induction n with
    | zero => simpa using hP
    | succ n ih =>
      rw [pow_succ', mul_assoc]
      exact hP.overlapMul ih
  -- then their linear combinations
  induction p using Polynomial.induction_on' with
  | add p q hp hq =>
    rw [map_add, add_mul]
    exact hp.add hq
  | monomial n a =>
    rw [aeval_monomial, ← Algebra.smul_def, smul_mul_assoc]
    have h := hpow n
    unfold GenCommute at *
    simp only [mul_smul_comm, smul_mul_assoc, h]
```

The trailing factor $P$ matters, because a bare identity is in general not a solution. Expanding both sides for $P + 1$ gives $FPS + FS$ and $SPF + SF$, and cancelling the equal terms leaves $FS = SF$.

```lean
/-- For `P` satisfying the generalized commutation relation, the shifted matrix `P + 1`
satisfies it exactly when `F` and `S` commute. -/
theorem genCommute_add_one_iff (hP : GenCommute F S P) :
    GenCommute F S (P + 1) ↔ F * S = S * F := by
  unfold GenCommute at *
  simp only [mul_add, add_mul, mul_one, hP, add_right_inj]
```

A neighbouring result holds when $S$ is invertible. Then $S^{-1}$ is a solution, since $FS^{-1}S = F = SS^{-1}F$, and by the difference rule so is the hole matrix $S^{-1} - P$.

## Three linearly dependent basis functions

In this example the third basis function is the sum of two orthonormal ones, so the overlap matrix is singular.

```lean
/-- A singular overlap matrix of three linearly dependent basis functions. -/
def exS : Matrix (Fin 3) (Fin 3) ℚ := !![1, 0, 1; 0, 1, 1; 1, 1, 2]

/-- A symmetric Fock matrix in the same three basis functions. -/
def exF : Matrix (Fin 3) (Fin 3) ℚ := !![1, 0, 1; 0, 2, 2; 1, 2, 3]

/-- A diagonal trial density matrix with entries `1/2`, `1` and `0`. -/
def exP : Matrix (Fin 3) (Fin 3) ℚ := !![1 / 2, 0, 0; 0, 1, 0; 0, 0, 0]
```

The relation is checked entry by entry, and the determinant is expanded. One entry settles each inequality: row 0, column 1 is 1 in $FS$ and 2 in $SF$, while row 0, column 0 is $1/4$ in $PSP$ and $1/2$ in $P$. The relation can thus hold with $\det S = 0$, with $F$ and $S$ not commuting, and with $PSP \neq P$.

```lean
/-- The matrices `exF`, `exS`, `exP` satisfy the generalized commutation relation, while
`exS` has determinant zero, `exF` and `exS` do not commute, and `P S P` differs from `P`. -/
theorem genCommute_witness :
    GenCommute exF exS exP ∧ exS.det = 0 ∧ exF * exS ≠ exS * exF ∧
      squareStep exS exP ≠ exP := by
  refine ⟨?_, ?_, ?_, ?_⟩
  · unfold GenCommute
    ext i j
    fin_cases i <;> fin_cases j <;>
      norm_num [exF, exS, exP, Matrix.mul_apply, Fin.sum_univ_succ]
  · rw [Matrix.det_fin_three]
    -- insert the entries of the overlap matrix
    change (1 : ℚ) * 1 * 2 - 1 * 1 * 1 - 0 * 0 * 2 + 0 * 1 * 1 + 1 * 0 * 1 - 1 * 1 * 1 = 0
    norm_num
  · intro h
    -- the entries in row 0, column 1 are 1 and 2
    have h01 := congrFun (congrFun h 0) 1
    norm_num [exF, exS, Matrix.mul_apply, Fin.sum_univ_succ] at h01
  · intro h
    -- the entries in row 0, column 0 are 1/4 and 1/2
    have h00 := congrFun (congrFun h 0) 0
    norm_num [squareStep, exS, exP, Matrix.mul_apply, Fin.sum_univ_succ] at h00

end NonorthogonalPurification
```

```lean
#print axioms NonorthogonalPurification.purification_run
#print axioms NonorthogonalPurification.polynomial_purification
#print axioms NonorthogonalPurification.genCommute_add_one_iff
```

```
'NonorthogonalPurification.purification_run' depends on axioms: [propext]
'NonorthogonalPurification.polynomial_purification' depends on axioms: [propext, Classical.choice, Quot.sound]
'NonorthogonalPurification.genCommute_add_one_iff' depends on axioms: [propext]
```
